# Unitary covariance of the XMS second-order correction for disjoint model and outer spectra

Take two model states, coupled by a zeroth-order matrix \(F\), and one outer state of zeroth-order energy \(D\). The row \(V\) couples the outer state to the two model states:

\[
F=\begin{pmatrix}0&1\\1&0\end{pmatrix},\qquad D=2,\qquad V=(3,\;0).
\]

The first-order amplitudes \(T\) solve \(DT-TF=-V\), which gives \(T=(-2,-1)\). The second-order correction on the model space is

\[
V^\dagger T=\begin{pmatrix}-6&-3\\0&0\end{pmatrix},\qquad\text{eigenvalues } -6,\ 0.
\]

Now rotate the model states by \(U=\tfrac1{\sqrt2}\begin{pmatrix}1&1\\1&-1\end{pmatrix}\). Then \(U^\dagger FU=\mathrm{diag}(1,-1)\) and \(VU=\tfrac{1}{\sqrt2}(3,3)\). The two amplitudes decouple and are \(\tfrac{1}{\sqrt2}(-3,-1)\), which is \(TU\). The new correction has trace \(-6\) and determinant \(0\), so its eigenvalues are again \(-6\) and \(0\).

The same holds for any finite number of states, provided that \(F\) and \(D\) share no eigenvalue. The correction itself becomes \(U^\dagger(V^\dagger T)U\), so an effective Hamiltonian built from it also keeps its eigenvalues when its other part is rotated in the same way. This invariance of the energies is what extended multi-state (XMS) perturbation theory seeks, here in a finite matrix model whose outer space stays fixed during the rotation.

## The equation and the effective Hamiltonian

In Lean 4 with Mathlib:

```lean
import Mathlib

open Matrix

namespace XMSCovariance

noncomputable section

variable {m n : Type*} [Fintype m] [DecidableEq m] [Fintype n] [DecidableEq n]
```

The finite index sets `m` and `n` label orthonormal model and outer states. A `Matrix n m ℂ` has outer rows and model columns, so \(V_{ai}\) couples outer state \(a\) to model state \(i\).

```lean
/-- The first-order equation `D T - T F = -V` for the amplitudes `T` from the model space
(zeroth-order operator `F`) to the outer space (zeroth-order operator `D`). -/
def IsAmplitude (F : Matrix m m ℂ) (D : Matrix n n ℂ) (V T : Matrix n m ℂ) : Prop :=
  D * T - T * F = -V
```

`IsAmplitude F D V T` is the statement \(DT-TF=-V\). It does not say that a solution exists. The matrices are arbitrary complex ones; Hermiticity is not assumed here.

```lean
/-- The second-order correction `V† T` on the model space. -/
def correction (V T : Matrix n m ℂ) : Matrix m m ℂ := Vᴴ * T
```

This is \(V^\dagger T\), with `ᴴ` for the conjugate transpose.

```lean
/-- The effective Hamiltonian: a model-space Hamiltonian `H` plus the Hermitian part of the
second-order correction. -/
def effHam (H : Matrix m m ℂ) (V T : Matrix n m ℂ) : Matrix m m ℂ :=
  H + (1 / 2 : ℂ) • (correction V T + (correction V T)ᴴ)
```

With \(C=V^\dagger T\), the effective Hamiltonian is \(H+\tfrac12(C+C^\dagger)\). The model-space matrix \(H\) is any given matrix; it need not be Hermitian.

## Disjoint spectra give unique amplitudes

```lean
/-- A number belongs to the spectrum of a matrix exactly when it solves the secular equation. -/
theorem mem_spectrum_iff_det (A : Matrix n n ℂ) (μ : ℂ) :
    μ ∈ spectrum ℂ A ↔ (Matrix.scalar n μ - A).det = 0 := by
  rw [spectrum.mem_iff, Matrix.isUnit_iff_isUnit_det, isUnit_iff_ne_zero, not_not]
  rfl
```

The spectrum is the set of \(\mu\) for which \(\mu 1-A\) is not invertible. A matrix is invertible exactly when its determinant is nonzero, so this is the secular equation \(\det(\mu 1-A)=0\).

```lean
/-- If `F` and `D` have disjoint spectra, only `X = 0` satisfies `D X = X F`. -/
theorem zero_of_intertwines {F : Matrix m m ℂ} {D : Matrix n n ℂ} {X : Matrix n m ℂ}
    (h : Disjoint (spectrum ℂ F) (spectrum ℂ D)) (hX : D * X = X * F) : X = 0 := by
  rcases isEmpty_or_nonempty n with hn | hn
  · ext a i
    exact hn.elim a
  have hpow : ∀ k : ℕ, D ^ k * X = X * F ^ k := by
    intro k
    induction k with
    | zero => simp
    | succ k ih =>
      rw [pow_succ, pow_succ, Matrix.mul_assoc, hX, ← Matrix.mul_assoc, ih, Matrix.mul_assoc]
  -- the relation passes to every polynomial
  have key : ∀ p : Polynomial ℂ, Polynomial.aeval D p * X = X * Polynomial.aeval F p := by
    intro p
    induction p using Polynomial.induction_on' with
    | add p q hp hq => rw [map_add, map_add, Matrix.add_mul, Matrix.mul_add, hp, hq]
    | monomial k c =>
      simp only [Polynomial.aeval_monomial, ← Algebra.smul_def, Matrix.smul_mul,
        Matrix.mul_smul, hpow]
  -- the characteristic polynomial of `F` is invertible at `D`
  have hu : IsUnit (Polynomial.aeval D F.charpoly) := by
    by_contra hnu
    have h0 := (spectrum.zero_mem_iff ℂ).2 hnu
    rw [spectrum.map_polynomial_aeval_of_nonempty D F.charpoly
      (spectrum.nonempty_of_isAlgClosed_of_finiteDimensional ℂ D)] at h0
    obtain ⟨μ, hμ, h0⟩ := h0
    refine Set.disjoint_left.1 h ((mem_spectrum_iff_det F μ).2 ?_) hμ
    rw [← Matrix.eval_charpoly]
    exact h0
  -- and it vanishes at `F` by Cayley-Hamilton
  have hz := key F.charpoly
  rw [Matrix.aeval_self_charpoly, Matrix.mul_zero] at hz
  obtain ⟨u, hu⟩ := hu
  rw [← hu] at hz
  calc X = ((↑u⁻¹ : Matrix n n ℂ) * (u : Matrix n n ℂ)) * X := by
        rw [Units.inv_mul, Matrix.one_mul]
    _ = 0 := by rw [Matrix.mul_assoc, hz, Matrix.mul_zero]
```

Suppose \(DX=XF\). Moving one factor at a time gives \(D^kX=XF^k\), and by linearity \(p(D)X=Xp(F)\) for every polynomial \(p\). These are `hpow` and `key`.

Choose \(p(\lambda)=\det(\lambda 1-F)\). The Cayley–Hamilton theorem gives \(p(F)=0\), hence \(p(D)X=0\). The eigenvalues of \(p(D)\) are the numbers \(p(\mu)\) with \(\mu\) an eigenvalue of \(D\). None of them vanishes, because the zeros of \(p\) are the eigenvalues of \(F\). So \(p(D)\) is invertible (`hu`), and \(X=0\). The opening lines of the proof treat the case without outer states, where \(X\) has no entries.

```lean
/-- The first-order equation has exactly one solution for every coupling `V` if and only if
the model and outer zeroth-order operators have no common eigenvalue. -/
theorem existsUnique_amplitude_iff (F : Matrix m m ℂ) (D : Matrix n n ℂ) :
    (∀ V : Matrix n m ℂ, ∃! T, IsAmplitude F D V T) ↔
      Disjoint (spectrum ℂ F) (spectrum ℂ D) := by
  constructor
  · intro h
    rw [Set.disjoint_left]
    intro μ hF hD
    obtain ⟨x, hx0, hx⟩ := Matrix.exists_mulVec_eq_zero_iff.2 ((mem_spectrum_iff_det D μ).1 hD)
    obtain ⟨y, hy0, hy⟩ := Matrix.exists_vecMul_eq_zero_iff.2 ((mem_spectrum_iff_det F μ).1 hF)
    have hDx : D *ᵥ x = μ • x := by
      rw [Matrix.sub_mulVec, sub_eq_zero] at hx
      rw [← hx]
      ext a
      simp [Matrix.scalar_apply, Matrix.mulVec_diagonal]
    have hyF : y ᵥ* F = μ • y := by
      rw [Matrix.vecMul_sub, sub_eq_zero] at hy
      rw [← hy]
      ext i
      simp [Matrix.scalar_apply, Matrix.vecMul_diagonal, mul_comm]
    -- right times left eigenvector solves the homogeneous equation
    have hX : D * vecMulVec x y = vecMulVec x y * F := by
      rw [Matrix.mul_vecMulVec, Matrix.vecMulVec_mul, hDx, hyF]
      ext a i
      simp only [Matrix.vecMulVec_apply, Pi.smul_apply, smul_eq_mul]
      ring
    have hA : IsAmplitude F D 0 (vecMulVec x y) := by
      unfold IsAmplitude
      rw [hX, sub_self, neg_zero]
    have hB : IsAmplitude F D 0 (0 : Matrix n m ℂ) := by simp [IsAmplitude]
    have h0 := (h 0).unique hA hB
    obtain ⟨a, ha⟩ := Function.ne_iff.1 hx0
    obtain ⟨i, hi⟩ := Function.ne_iff.1 hy0
    have hai : x a * y i = 0 := congrArg (fun M : Matrix n m ℂ => M a i) h0
    exact mul_ne_zero ha hi hai
  · intro h V
    let L : Matrix n m ℂ →ₗ[ℂ] Matrix n m ℂ :=
      { toFun := fun T => D * T - T * F
        map_add' := by
          intro S T
          rw [Matrix.mul_add, Matrix.add_mul]
          abel
        map_smul' := by
          intro c T
          simp only [Matrix.mul_smul, Matrix.smul_mul, smul_sub, RingHom.id_apply] }
    have hinj : Function.Injective L :=
      (injective_iff_map_eq_zero L).2 fun X hX => zero_of_intertwines h (sub_eq_zero.1 hX)
    obtain ⟨T, hT⟩ := LinearMap.injective_iff_surjective.1 hinj (-V)
    refine ⟨T, hT, fun S hS => ?_⟩
    have hS' : L S = -V := hS
    exact hinj (hS'.trans hT.symm)
```

The symbol `∃!` means "there is exactly one". The theorem says that every coupling \(V\) has exactly one \(T\) if and only if the two spectra are disjoint.

For the forward direction, suppose that \(\mu\) is a common eigenvalue. Take nonzero vectors with \(Dx=\mu x\) and \(y^{\mathsf T}F=\mu y^{\mathsf T}\). Then \(X=xy^{\mathsf T}\), written `vecMulVec x y`, satisfies

\[
DX=\mu X=XF .
\]

For \(V=0\) both \(X\) and \(0\) are solutions. Uniqueness would force \(X=0\), but some entry \(x_ay_i\) is nonzero.

For the converse, \(L(T)=DT-TF\) is a linear map from a finite-dimensional space to itself. The previous lemma makes it injective, hence also surjective, so \(L(T)=-V\) has a solution, and injectivity makes it the only one.

## Rotating the model states

```lean
/-- A unitary rotation of the model states preserves the characteristic polynomial. -/
theorem charpoly_rotate {U : Matrix m m ℂ} (hU : U ∈ Matrix.unitaryGroup m ℂ)
    (A : Matrix m m ℂ) : (Uᴴ * A * U).charpoly = A.charpoly := by
  have h1 : U * Uᴴ = 1 := Matrix.mem_unitaryGroup_iff.1 hU
  rw [Matrix.charpoly_mul_comm, ← Matrix.mul_assoc, h1, Matrix.one_mul]
```

The hypothesis `hU` says that \(U\) is unitary. The characteristic polynomial of a product of two square matrices does not depend on their order, so \(U^\dagger AU\) has the same one as \(UU^\dagger A=A\).

```lean
/-- A unitary rotation of the model states preserves the spectrum. -/
theorem spectrum_rotate {U : Matrix m m ℂ} (hU : U ∈ Matrix.unitaryGroup m ℂ)
    (A : Matrix m m ℂ) : spectrum ℂ (Uᴴ * A * U) = spectrum ℂ A := by
  ext μ
  rw [mem_spectrum_iff_det, mem_spectrum_iff_det, ← Matrix.eval_charpoly,
    ← Matrix.eval_charpoly, charpoly_rotate hU]
```

The spectrum consists of the zeros of the characteristic polynomial, so it is preserved as well.

```lean
/-- XMS covariance: let `F` and `D` have disjoint spectra and rotate the model states by a
unitary `U`. Then the amplitudes become `T U`, and the second-order correction is conjugated
by `U` and keeps its spectrum. -/
theorem xms_covariance {F U : Matrix m m ℂ} {D : Matrix n n ℂ} {V T T' : Matrix n m ℂ}
    (h : Disjoint (spectrum ℂ F) (spectrum ℂ D)) (hU : U ∈ Matrix.unitaryGroup m ℂ)
    (hT : IsAmplitude F D V T) (hT' : IsAmplitude (Uᴴ * F * U) D (V * U) T') :
    T' = T * U ∧ correction (V * U) T' = Uᴴ * correction V T * U ∧
      spectrum ℂ (correction (V * U) T') = spectrum ℂ (correction V T) := by
  have h1 : U * Uᴴ = 1 := Matrix.mem_unitaryGroup_iff.1 hU
  -- the rotated amplitudes solve the rotated equation
  have rot : IsAmplitude (Uᴴ * F * U) D (V * U) (T * U) := by
    have e : T * U * (Uᴴ * F * U) = T * F * U := by
      calc T * U * (Uᴴ * F * U) = T * (U * Uᴴ) * F * U := by simp only [Matrix.mul_assoc]
        _ = T * F * U := by rw [h1, Matrix.mul_one]
    unfold IsAmplitude at hT ⊢
    rw [e, ← Matrix.mul_assoc, ← Matrix.sub_mul, hT, Matrix.neg_mul]
  have h' : Disjoint (spectrum ℂ (Uᴴ * F * U)) (spectrum ℂ D) := by
    rw [spectrum_rotate hU]
    exact h
  have hTU : T' = T * U := ((existsUnique_amplitude_iff _ D).2 h' (V * U)).unique hT' rot
  have hc : correction (V * U) T' = Uᴴ * correction V T * U := by
    rw [hTU]
    simp only [correction, Matrix.conjTranspose_mul, Matrix.mul_assoc]
  exact ⟨hTU, hc, by rw [hc, spectrum_rotate hU]⟩
```

Here \(T\) is a solution of the original equation and \(T'\) one of the rotated equation. Since \(UU^\dagger=1\),

\[
D(TU)-(TU)(U^\dagger FU)=(DT-TF)U=-VU .
\]

Thus \(TU\) solves the rotated equation (`rot`). The spectrum of \(U^\dagger FU\) is that of \(F\), still disjoint from that of \(D\) (`h'`), and uniqueness gives \(T'=TU\) (`hTU`). Finally (`hc`),

\[
(VU)^\dagger T'=U^\dagger V^\dagger TU,
\]

and the spectrum is unchanged.

```lean
/-- For disjoint spectra of `F` and `D`, a unitary rotation of the model states conjugates the
effective Hamiltonian and leaves its characteristic polynomial unchanged. -/
theorem effHam_covariance {F H U : Matrix m m ℂ} {D : Matrix n n ℂ} {V T T' : Matrix n m ℂ}
    (h : Disjoint (spectrum ℂ F) (spectrum ℂ D)) (hU : U ∈ Matrix.unitaryGroup m ℂ)
    (hT : IsAmplitude F D V T) (hT' : IsAmplitude (Uᴴ * F * U) D (V * U) T') :
    effHam (Uᴴ * H * U) (V * U) T' = Uᴴ * effHam H V T * U ∧
      (effHam (Uᴴ * H * U) (V * U) T').charpoly = (effHam H V T).charpoly := by
  have e : effHam (Uᴴ * H * U) (V * U) T' = Uᴴ * effHam H V T * U := by
    unfold effHam
    rw [(xms_covariance h hU hT hT').2.1]
    simp only [Matrix.conjTranspose_mul, Matrix.conjTranspose_conjTranspose, Matrix.mul_add,
      Matrix.add_mul, Matrix.mul_smul, Matrix.smul_mul, Matrix.mul_assoc]
  exact ⟨e, by rw [e, charpoly_rotate hU]⟩
```

Here \(H\) is rotated too. Taking the adjoint of \(U^\dagger CU\) gives \(U^\dagger C^\dagger U\), so each term of the effective Hamiltonian is conjugated by \(U\). The equality of characteristic polynomials means that the eigenvalues agree with their multiplicities.

## Hermiticity and energy denominators

```lean
omit [DecidableEq m] [DecidableEq n] in
/-- For Hermitian `F` and `D`, the correction `V† T` is Hermitian exactly when the amplitude
overlap `T† T` commutes with `F`. -/
theorem correction_isHermitian_iff {F : Matrix m m ℂ} {D : Matrix n n ℂ} {V T : Matrix n m ℂ}
    (hF : F.IsHermitian) (hD : D.IsHermitian) (hT : IsAmplitude F D V T) :
    (correction V T).IsHermitian ↔ Tᴴ * T * F = F * (Tᴴ * T) := by
  unfold IsAmplitude at hT
  have hV : V = T * F - D * T := by rw [← neg_sub, hT, neg_neg]
  have h1 : correction V T = F * (Tᴴ * T) - Tᴴ * D * T := by
    rw [hV]
    simp only [correction, Matrix.conjTranspose_sub, Matrix.conjTranspose_mul, hF.eq, hD.eq,
      Matrix.sub_mul, Matrix.mul_assoc]
  have h2 : (correction V T)ᴴ = Tᴴ * T * F - Tᴴ * D * T := by
    rw [h1]
    simp only [Matrix.conjTranspose_sub, Matrix.conjTranspose_mul,
      Matrix.conjTranspose_conjTranspose, hF.eq, hD.eq, Matrix.mul_assoc]
  unfold Matrix.IsHermitian
  rw [h2, h1]
  exact sub_left_inj
```

For Hermitian \(F\) and \(D\), insert \(V=TF-DT\):

\[
V^\dagger T=FT^\dagger T-T^\dagger DT,\qquad
(V^\dagger T)^\dagger=T^\dagger TF-T^\dagger DT .
\]

These are `h1` and `h2`. They agree exactly when \(T^\dagger T\), the overlap matrix of the first-order functions, commutes with \(F\). In the opening example it does not, which is why the correction there is not symmetric.

```lean
/-- For diagonal `F` and `D` with real energies `ε` and `δ` that never coincide, the correction
is the usual sum over outer states with energy denominators. -/
theorem correction_diagonal {ε : m → ℝ} {δ : n → ℝ} {V T : Matrix n m ℂ}
    (hgap : ∀ a i, ε i ≠ δ a)
    (hT : IsAmplitude (diagonal fun i => (ε i : ℂ)) (diagonal fun a => (δ a : ℂ)) V T)
    (i j : m) :
    correction V T i j = ∑ a, star (V a i) * V a j / ((ε j : ℂ) - δ a) := by
  unfold IsAmplitude at hT
  simp only [correction, Matrix.mul_apply, Matrix.conjTranspose_apply]
  refine Finset.sum_congr rfl fun a _ => ?_
  have e := congrArg (fun M : Matrix n m ℂ => M a j) hT
  simp only [Matrix.sub_apply, Matrix.diagonal_mul, Matrix.mul_diagonal,
    Matrix.neg_apply] at e
  have hne : (ε j : ℂ) - δ a ≠ 0 := sub_ne_zero.2 (by exact_mod_cast hgap a j)
  have ht : T a j = V a j / ((ε j : ℂ) - δ a) := by
    rw [eq_div_iff hne]
    linear_combination -e
  rw [ht, mul_div_assoc]
```

For diagonal \(F\) and \(D\) with real energies \(\varepsilon_i\) and \(\delta_a\), the entry \((a,j)\) of the equation reads \((\delta_a-\varepsilon_j)T_{aj}=-V_{aj}\). Hence

\[
(V^\dagger T)_{ij}=\sum_a\frac{V_{ai}^*V_{aj}}{\varepsilon_j-\delta_a}.
\]

The hypothesis `hgap` keeps every denominator away from zero. Only the energy of the right-hand state \(j\) enters, so the correction need not be Hermitian. Its adjoint has the same numerators, with \(\varepsilon_i\) in place of \(\varepsilon_j\) in the denominators, and the effective Hamiltonian contains the average of the two.

```lean
/-- Two coupled model states and one outer state: Hermitian `F` and `D` with disjoint spectra,
and explicit nonzero amplitudes. -/
theorem amplitude_witness :
    (!![0, 1; 1, 0] : Matrix (Fin 2) (Fin 2) ℂ).IsHermitian ∧
    (!![2] : Matrix (Fin 1) (Fin 1) ℂ).IsHermitian ∧
    Disjoint (spectrum ℂ (!![0, 1; 1, 0] : Matrix (Fin 2) (Fin 2) ℂ))
      (spectrum ℂ (!![2] : Matrix (Fin 1) (Fin 1) ℂ)) ∧
    IsAmplitude (!![0, 1; 1, 0] : Matrix (Fin 2) (Fin 2) ℂ) !![2] !![3, 0] !![-2, -1] := by
  refine ⟨?_, ?_, ?_, ?_⟩
  · ext i j
    fin_cases i <;> fin_cases j <;> simp
  · ext i j
    fin_cases i
    fin_cases j
    simp
  · rw [Set.disjoint_left]
    intro μ hF hD
    rw [mem_spectrum_iff_det] at hF hD
    have hD' : μ - 2 = 0 := by simpa using hD
    have hF' : μ * μ - 1 = 0 := by simpa [Matrix.det_fin_two] using hF
    rw [sub_eq_zero.1 hD'] at hF'
    norm_num at hF'
  · unfold IsAmplitude
    ext i j
    fin_cases i
    fin_cases j <;> simp
    norm_num

end

end XMSCovariance
```

These are the matrices of the opening example; `!![...]` lists the entries row by row. A common eigenvalue would have to satisfy both \(\mu=2\) and \(\mu^2=1\). The last part checks \(DT-TF=-V\) entry by entry.

```lean
#print axioms XMSCovariance.xms_covariance
#print axioms XMSCovariance.effHam_covariance
#print axioms XMSCovariance.correction_isHermitian_iff
#print axioms XMSCovariance.correction_diagonal
```

```
'XMSCovariance.xms_covariance' depends on axioms: [propext, Classical.choice, Quot.sound]
'XMSCovariance.effHam_covariance' depends on axioms: [propext, Classical.choice, Quot.sound]
'XMSCovariance.correction_isHermitian_iff' depends on axioms: [propext, Classical.choice, Quot.sound]
'XMSCovariance.correction_diagonal' depends on axioms: [propext, Classical.choice, Quot.sound]
```

## The rotation in an XMS-CASPT2 calculation

An XMS-CASPT2 calculation starts from several CASSCF states and builds the matrix \(F\) of a state-averaged Fock operator between them. Diagonalising \(F\) gives \(U\), which rotates the reference states. In the rotated basis the amplitude equation splits into one linear system per state,

\[
(D-\varepsilon_j)\,t_j=-v_j ,
\]

where \(t_j\) and \(v_j\) are the columns of the rotated amplitudes and couplings. Since \(D\) is generally not diagonal in the contracted outer basis, these systems are usually solved iteratively. The effective Hamiltonian is then assembled, symmetrised and diagonalised.

Keeping only the diagonal of \(F\) in the original basis would also decouple the states, but in general with a different outcome. In the opening example that diagonal is zero, so \(T=(-\tfrac32,0)\) and the correction has eigenvalues \(-\tfrac92\) and \(0\) instead of \(-6\) and \(0\).

The theorems take \(D\) and the outer space to be the same before and after the rotation. A contraction scheme that generates the outer functions from a single reference state can violate this. Disjoint spectra may also lie arbitrarily close together, so the hypothesis puts no bound on the amplitudes and does not exclude intruder states.
